# Removing $s$ sites from an integer density wave with $q$ particles per period $p$ leaves an averaged charge $sq/p$ modulo integers

To read the charge of a domain wall off a list of site occupations, one subtracts the background filling and adds up what remains around the wall. With a sharp cutoff the answer can change as the window grows, because the density wave itself oscillates. Averaging over the windows $|j|\le m$ with $m=0,\dots,L-1$, where $L$ is a positive multiple of the period, gives, for the abrupt wall treated here, a value that does not depend on $L$, and the problems below compute it.

The model is a prescribed, static occupation of a chain with one abrupt wall. For such a pattern the result gives a reference value against which simulated wall charges can be compared. If a simulated wall is spread over several sites, the average over $L$ successive windows has to start with one that contains the whole wall. It does not show that an interacting quantum state has a sharply defined fractional charge.

## The wall and its charge

Let $r(j)$ be the integer occupation of site $j\in\mathbb Z$, with $r(j+p)=r(j)$ and $\sum_{i<p}r(i)=q$; sums over $i<k$ start at $i=0$. The filling is $\nu=q/p$. Removing the sites $0,\dots,s-1$ and closing the gap gives

$$n(j)=\begin{cases}r(j), & j<0,\\ r(j+s), & j\ge 0.\end{cases}$$

The sharp-window excess, its average and the excess accumulated by the undistorted wave are

$$W(m)=\sum_{|j|\le m}\bigl(n(j)-\nu\bigr),\qquad Q=\frac1L\sum_{m<L}W(m),\qquad \varphi(k)=\sum_{i<k}\bigl(r(i)-\nu\bigr).$$

Charge here means excess particle number; for electrons on a neutralising background of charge $+e\nu$ per site, the electric charge is $-e$ times it, where $e>0$ is the elementary charge.

```lean
import Mathlib

open Finset

namespace DensityWaveDomainWall

noncomputable section
```

In Lean, $n$ is `wall r s`. Occupations are integers of any sign or size, so neither exclusion nor positivity is imposed.

```lean
/-- Occupation of a density wave `r` from which `s` sites have been removed at the origin. -/
def wall (r : ℤ → ℤ) (s : ℕ) (j : ℤ) : ℤ := if j < 0 then r j else r (j + s)
```

$W(m)$ is `windowExcess`, with the filling as a rational argument `ν`, so all arithmetic is exact.

```lean
/-- Excess particle number over the filling `ν` in the sharp window `|j| ≤ m`. -/
def windowExcess (n : ℤ → ℤ) (ν : ℚ) (m : ℕ) : ℚ :=
  ∑ j ∈ Icc (-(m : ℤ)) (m : ℤ), ((n j : ℚ) - ν)
```

$Q$ is `averagedCharge`. It gives the windows $m=0,\dots,L-1$ equal weight.

```lean
/-- Excess particle number averaged over the windows `m < L`. -/
def averagedCharge (n : ℤ → ℤ) (ν : ℚ) (L : ℕ) : ℚ :=
  (∑ m ∈ range L, windowExcess n ν m) / L
```

$\varphi(k)$ is `accumulated r ν k`.

```lean
/-- Excess over the filling `ν` accumulated on the sites `0, ..., k - 1`. -/
def accumulated (r : ℤ → ℤ) (ν : ℚ) (k : ℕ) : ℚ :=
  ∑ i ∈ range k, ((r (i : ℤ) : ℚ) - ν)
```

## (a) Splitting a symmetric window at the origin

Show that for any $g:\mathbb Z\to\mathbb Q$ and $m\ge0$,

$$\sum_{|j|\le m}g(j)=\sum_{i<m}g(-(i+1))+\sum_{i<m+1}g(i).$$

The first sum on the right runs over the sites $-1,\dots,-m$, the second over $0,\dots,m$. Together they cover the window once. For $m=0$ the first sum is empty.

The Lean proof is by induction on $m$: enlarging the window inserts the two end sites $\pm(m+1)$, and each of the two sums gains one term.

```lean
/-- A sum over a symmetric window splits into the sites left of the origin and the rest. -/
theorem window_split (g : ℤ → ℚ) (m : ℕ) :
    ∑ j ∈ Icc (-(m : ℤ)) (m : ℤ), g j =
      ∑ i ∈ range m, g (-((i : ℤ) + 1)) + ∑ i ∈ range (m + 1), g (i : ℤ) := by
  induction m with
  | zero => simp
  | succ m ih =>
    have h : Icc (-((m + 1 : ℕ) : ℤ)) ((m + 1 : ℕ) : ℤ) =
        insert (-((m : ℤ) + 1)) (insert ((m : ℤ) + 1) (Icc (-(m : ℤ)) (m : ℤ))) := by
      ext j
      simp only [mem_insert, mem_Icc]
      omega
    rw [h, sum_insert (by simp only [mem_insert, mem_Icc]; omega),
      sum_insert (by simp only [mem_Icc]; omega), ih,
      sum_range_succ (fun i : ℕ => g (-((i : ℤ) + 1))) m,
      sum_range_succ (fun i : ℕ => g (i : ℤ)) (m + 1)]
    push_cast
    ring
```

## (b) Counting particles in several periods

Show that a wave with period $p$ and $q$ particles per period also repeats after $pk$ sites, and that the first $pk$ sites hold $kq$ particles.

For $k=0$ there is nothing to shift or count. Given the claim for $k$, one more shift by $p$ leaves $r$ unchanged, and the additional sites contribute

$$\sum_{x<p}r(pk+x)=\sum_{x<p}r(x)=q,$$

so the total is $kq+q=(k+1)q$. The Lean induction proves both statements together, because the count uses the periodicity already obtained for $k$.

```lean
/-- A wave of period `p` with `q` particles per period repeats after `k` periods, and these
hold `k q` particles. -/
theorem many_periods {r : ℤ → ℤ} {p : ℕ} {q : ℤ} (hr : ∀ j, r (j + p) = r j)
    (hq : ∑ i ∈ range p, r (i : ℤ) = q) (k : ℕ) :
    (∀ j, r (j + ((p * k : ℕ) : ℤ)) = r j) ∧ ∑ i ∈ range (p * k), r (i : ℤ) = k * q := by
  induction k with
  | zero => simp
  | succ k ih =>
    obtain ⟨ih1, ih2⟩ := ih
    constructor
    · intro j
      have e : j + ((p * (k + 1) : ℕ) : ℤ) = j + ((p * k : ℕ) : ℤ) + p := by
        push_cast
        ring
      rw [e, hr, ih1]
    · have h : ∑ x ∈ range p, r ((p * k + x : ℕ) : ℤ) = q := by
        rw [← hq]
        refine sum_congr rfl fun x _ => ?_
        have e : ((p * k + x : ℕ) : ℤ) = (x : ℤ) + ((p * k : ℕ) : ℤ) := by
          push_cast
          ring
        rw [e, ih1]
      rw [Nat.mul_succ, sum_range_add, ih2, h]
      push_cast
      ring
```

## (c) The excess in one sharp window

Let $L$ be a repeat length of $r$ with $\varphi(L)=0$. Show that for $m\le L$,

$$W(m)=\varphi(m+s+1)-\varphi(s)-\varphi(L-m).$$

Split the window by (a). To the right of the wall,

$$\sum_{i<m+1}\bigl(r(i+s)-\nu\bigr)=\varphi(m+s+1)-\varphi(s).$$

To the left, the sites $-m,\dots,-1$ have the same occupations as $L-m,\dots,L-1$, so they contribute

$$\varphi(L)-\varphi(L-m)=-\varphi(L-m).$$

Adding the two gives the claim. In the code these are the steps `right` and `left`. The second is an induction on $m$ that adds one site at a time, starting from $\varphi(L)=0$, the hypothesis `h0`.

```lean
/-- Excess in a sharp window `|j| ≤ m`, with `m ≤ L`, around the wall, in terms of the accumulated
excess of the undistorted wave, when `L` sites form a repeat unit without net excess. -/
theorem windowExcess_wall {r : ℤ → ℤ} {ν : ℚ} {L : ℕ} (hL : ∀ j, r (j + L) = r j)
    (h0 : accumulated r ν L = 0) (s m : ℕ) (hm : m ≤ L) :
    windowExcess (wall r s) ν m =
      accumulated r ν (m + (s + 1)) - accumulated r ν s - accumulated r ν (L - m) := by
  -- sites to the right of the wall
  have right : ∑ i ∈ range (m + 1), ((wall r s (i : ℤ) : ℚ) - ν) =
      accumulated r ν (m + (s + 1)) - accumulated r ν s := by
    rw [show m + (s + 1) = s + (m + 1) by omega]
    unfold accumulated
    rw [sum_range_add _ s (m + 1), add_sub_cancel_left]
    refine sum_congr rfl fun i _ => ?_
    have w : wall r s (i : ℤ) = r ((i : ℤ) + s) := by
      unfold wall
      exact if_neg (by omega)
    have e : ((s + i : ℕ) : ℤ) = (i : ℤ) + s := by
      push_cast
      ring
    rw [w, e]
  -- sites to the left, moved by `L` to the positive half-line
  have left : ∀ m : ℕ, m ≤ L → ∑ i ∈ range m, ((wall r s (-((i : ℤ) + 1)) : ℚ) - ν) =
      -accumulated r ν (L - m) := by
    intro m
    induction m with
    | zero => intro _; simp [h0]
    | succ m ih =>
      intro hm
      have w : wall r s (-((m : ℤ) + 1)) = r (((L - (m + 1) : ℕ) : ℤ)) := by
        have e : ((L - (m + 1) : ℕ) : ℤ) = -((m : ℤ) + 1) + L := by omega
        rw [e, hL]
        unfold wall
        exact if_pos (by omega)
      have step : accumulated r ν (L - m) = accumulated r ν (L - (m + 1)) +
          ((r (((L - (m + 1) : ℕ) : ℤ)) : ℚ) - ν) := by
        have e : L - m = (L - (m + 1)) + 1 := by omega
        rw [e]
        exact sum_range_succ _ _
      rw [sum_range_succ, ih (by omega), w, step]
      ring
  calc windowExcess (wall r s) ν m
      = ∑ i ∈ range m, ((wall r s (-((i : ℤ) + 1)) : ℚ) - ν) +
        ∑ i ∈ range (m + 1), ((wall r s (i : ℤ) : ℚ) - ν) :=
        window_split (fun j => (wall r s j : ℚ) - ν) m
    _ = _ := by rw [left m hm, right]; ring
```

## (d) Shifting a sum over one period

Show that if $g(L+k)=g(k)$ for all $k\ge0$, then $\sum_{m<L}g(m+s)=\sum_{m<L}g(m)$ for every $s\ge0$.

Moving the starting point from $s$ to $s+1$ drops the term $g(s)$ and adds $g(L+s)$, which are equal. Repeating this from zero gives any $s$.

Lean writes the sum of $L+1$ consecutive terms in two ways, separating off the last term (`h1`) or the first (`h2`), and compares them using periodicity (`h4`).

```lean
/-- The sum of a periodic sequence over one period does not depend on the starting point. -/
theorem sum_shift {g : ℕ → ℚ} {L : ℕ} (hg : ∀ k, g (L + k) = g k) (s : ℕ) :
    ∑ m ∈ range L, g (m + s) = ∑ m ∈ range L, g m := by
  induction s with
  | zero => simp
  | succ s ih =>
    have h1 := sum_range_succ (fun m => g (m + s)) L
    have h2 := sum_range_succ' (fun m => g (m + s)) L
    have h3 : ∑ m ∈ range L, g (m + (s + 1)) = ∑ m ∈ range L, g (m + 1 + s) :=
      sum_congr rfl fun m _ => by rw [show m + (s + 1) = m + 1 + s by omega]
    have h4 := hg s
    simp only [zero_add] at h2
    linarith
```

## (e) The averaged charge of the wall

Let $L$ be a positive multiple of $p$. Show that

$$Q=\frac{sq}{p}-\sum_{i<s}r(i).$$

By definition $\varphi(k)=\sum_{i<k}r(i)-kq/p$. By (b), the first $L$ sites hold $(L/p)q$ particles, so $\varphi(L)=0$. Hence $\varphi$ is itself periodic:

$$\varphi(L+k)=\varphi(L)+\sum_{x<k}\bigl(r(L+x)-\nu\bigr)=\varphi(k).$$

Now sum (c) over $m<L$. By (d), $\sum_{m<L}\varphi(m+s+1)=\sum_{m<L}\varphi(m)$. In $\sum_{m<L}\varphi(L-m)$ the argument takes the values $L,\dots,1$, so reversing the order and applying (d) gives the same sum. The two cancel, leaving

$$\sum_{m<L}W(m)=-L\,\varphi(s),\qquad Q=-\varphi(s)=\frac{sq}{p}-\sum_{i<s}r(i).$$

The second term is an integer, so $Q\in sq/p+\mathbb Z$. The formula also has a direct reading: the wall lacks the particles that sat on the removed sites, while the background of those $s$ sites, $sq/p$, is no longer subtracted.

In the theorem, `hr` and `hq` state the period and the particle number per period, and `hL` and `hpL` say that $L$ is a positive multiple of $p$, which also forces $p>0$. The period need not be the smallest one. The steps `acc`, `hφ`, `hrefl` and `hsum` are the formula for $\varphi$, its periodicity, the reversal and the cancellation.

```lean
/-- Removing `s` sites from a wave of period `p` with `q` particles per period leaves the averaged
charge `s q / p` minus the number of particles on the removed sites, when the average runs over the
windows `m < L` with `L` a positive multiple of `p`. -/
theorem averagedCharge_wall {r : ℤ → ℤ} {p L : ℕ} {q : ℤ} (hr : ∀ j, r (j + p) = r j)
    (hq : ∑ i ∈ range p, r (i : ℤ) = q) (hL : 0 < L) (hpL : p ∣ L) (s : ℕ) :
    averagedCharge (wall r s) ((q : ℚ) / p) L =
      (s : ℚ) * q / p - ((∑ i ∈ range s, r (i : ℤ) : ℤ) : ℚ) := by
  have hp : (p : ℚ) ≠ 0 := by
    have : 0 < p := Nat.pos_of_dvd_of_pos hpL hL
    positivity
  have hL' : (L : ℚ) ≠ 0 := by positivity
  have acc : ∀ k, accumulated r ((q : ℚ) / p) k =
      ((∑ i ∈ range k, r (i : ℤ) : ℤ) : ℚ) - k * ((q : ℚ) / p) := by
    intro k
    unfold accumulated
    rw [sum_sub_distrib, sum_const, card_range, nsmul_eq_mul, Int.cast_sum]
  obtain ⟨k, hk⟩ := hpL
  obtain ⟨hper, htot⟩ := many_periods hr hq k
  rw [← hk] at hper htot
  have h0 : accumulated r ((q : ℚ) / p) L = 0 := by
    rw [acc, htot, hk]
    push_cast
    field_simp
    try ring
  -- the accumulated excess is itself periodic
  have hφ : ∀ k, accumulated r ((q : ℚ) / p) (L + k) = accumulated r ((q : ℚ) / p) k := by
    intro k
    have h := sum_range_add (fun i : ℕ => (r (i : ℤ) : ℚ) - (q : ℚ) / p) L k
    have h' : ∑ x ∈ range k, ((r ((L + x : ℕ) : ℤ) : ℚ) - (q : ℚ) / p) =
        accumulated r ((q : ℚ) / p) k := by
      refine sum_congr rfl fun x _ => ?_
      rw [show ((L + x : ℕ) : ℤ) = (x : ℤ) + L by push_cast; ring, hper]
    calc accumulated r ((q : ℚ) / p) (L + k)
        = accumulated r ((q : ℚ) / p) L +
          ∑ x ∈ range k, ((r ((L + x : ℕ) : ℤ) : ℚ) - (q : ℚ) / p) := h
      _ = _ := by rw [h0, h', zero_add]
  have hrefl : ∑ m ∈ range L, accumulated r ((q : ℚ) / p) (L - m) =
      ∑ m ∈ range L, accumulated r ((q : ℚ) / p) (m + 1) := by
    rw [← sum_range_reflect (fun m => accumulated r ((q : ℚ) / p) (m + 1)) L]
    refine sum_congr rfl fun m hm => ?_
    have := mem_range.mp hm
    rw [show L - m = L - 1 - m + 1 by omega]
  -- the two fluctuating terms cancel in the average
  have hsum : ∑ m ∈ range L, windowExcess (wall r s) ((q : ℚ) / p) m =
      -(L * accumulated r ((q : ℚ) / p) s) := by
    rw [sum_congr rfl fun m hm =>
      windowExcess_wall hper h0 s m (mem_range.mp hm).le]
    rw [sum_sub_distrib, sum_sub_distrib, hrefl, sum_shift hφ, sum_shift hφ, sum_const,
      card_range, nsmul_eq_mul]
    ring
  unfold averagedCharge
  rw [hsum, neg_div, mul_div_cancel_left₀ _ hL', acc]
  ring
```

## (f) When the charge is an integer

Under the same conditions, show that $Q$ is an integer exactly when $p$ divides $sq$.

Write $R=\sum_{i<s}r(i)$. If $Q=z$ is an integer, then (e) gives $sq=p(z+R)$. Conversely, if $sq=pc$ with $c$ an integer, then $Q=c-R$. The Lean proof treats the two directions in this way, converting between equations in $\mathbb Q$ and in $\mathbb Z$.

```lean
/-- For a wave of period `p` with `q` particles per period, and an average over the windows `m < L`
with `L` a positive multiple of `p`, the averaged charge of the wall is an integer exactly when `p`
divides `s q`. -/
theorem charge_integer_iff {r : ℤ → ℤ} {p L : ℕ} {q : ℤ} (hr : ∀ j, r (j + p) = r j)
    (hq : ∑ i ∈ range p, r (i : ℤ) = q) (hL : 0 < L) (hpL : p ∣ L) (s : ℕ) :
    (∃ z : ℤ, averagedCharge (wall r s) ((q : ℚ) / p) L = z) ↔ (p : ℤ) ∣ s * q := by
  have hp : (p : ℚ) ≠ 0 := by
    have : 0 < p := Nat.pos_of_dvd_of_pos hpL hL
    positivity
  rw [averagedCharge_wall hr hq hL hpL s]
  generalize ∑ i ∈ range s, r (i : ℤ) = R
  constructor
  · rintro ⟨z, hz⟩
    have h : (s : ℚ) * q / p = z + R := by linarith
    rw [div_eq_iff hp] at h
    refine ⟨z + R, ?_⟩
    have h' : (s : ℚ) * q = p * (z + R) := by rw [h]; ring
    exact_mod_cast h'
  · rintro ⟨c, hc⟩
    have h : (s : ℚ) * q = p * c := by exact_mod_cast hc
    refine ⟨c - R, ?_⟩
    rw [h, mul_div_cancel_left₀ _ hp]
    push_cast
    ring
```

## (g) Thirds in the period-three wave

Place one particle on every site divisible by three, so that $p=3$, $q=1$ and $\nu=1/3$.

```lean
/-- The period-three wave with one particle on every third site. -/
def trimer (j : ℤ) : ℤ := if j % 3 = 0 then 1 else 0
```

Find $Q$ for $s=1$ and $s=2$, with $L$ any positive multiple of three.

In both cases the removed sites include site $0$ and hold exactly one particle. By (e),

$$Q_{s=1}=\tfrac13-1=-\tfrac23,\qquad Q_{s=2}=\tfrac23-1=-\tfrac13.$$

Lean checks the period and the particle number of `trimer`, then applies the general theorem.

```lean
/-- In the period-three wave, removing one site gives the averaged charge `-2/3` and removing two
sites gives `-1/3`, when the average runs over the windows `m < L` with `L` a positive multiple of
three. -/
theorem trimer_charges {L : ℕ} (hL : 0 < L) (h3 : 3 ∣ L) :
    averagedCharge (wall trimer 1) (1 / 3) L = -2 / 3 ∧
      averagedCharge (wall trimer 2) (1 / 3) L = -1 / 3 := by
  have hr : ∀ j, trimer (j + (3 : ℕ)) = trimer j := by
    intro j
    unfold trimer
    rw [show (j + ((3 : ℕ) : ℤ)) % 3 = j % 3 by omega]
  have hq : ∑ i ∈ range 3, trimer (i : ℤ) = 1 := by
    simp only [sum_range_succ, sum_range_zero]
    norm_num [trimer]
  have e : (1 / 3 : ℚ) = ((1 : ℤ) : ℚ) / ((3 : ℕ) : ℚ) := by norm_num
  constructor
  · rw [e, averagedCharge_wall hr hq hL h3 1]
    simp only [sum_range_succ, sum_range_zero]
    norm_num [trimer]
  · rw [e, averagedCharge_wall hr hq hL h3 2]
    simp only [sum_range_succ, sum_range_zero]
    norm_num [trimer]
```

## (h) Two sharp windows that disagree

For the same wave with $s=1$, compute $W(0)$ and $W(1)$.

Around the wall the occupations are

| $j$ | $-2$ | $-1$ | $0$ | $1$ | $2$ |
|---|---|---|---|---|---|
| $n(j)$ | $0$ | $0$ | $0$ | $0$ | $1$ |

The window $m=0$ holds one empty site, so $W(0)=-\tfrac13$. The window $m=1$ holds three empty sites, so $W(1)=-1$. A single sharp window therefore does not determine the charge.

One more window completes the average for $L=3$. It has five sites and one particle, so $W(2)=1-\tfrac53=-\tfrac23$, and

$$Q=\tfrac13\left(-\tfrac13-1-\tfrac23\right)=-\tfrac23,$$

in agreement with (g). The theorem below covers the first two windows; its proof splits each by (a) and evaluates the few terms.

```lean
/-- With one site removed from the period-three wave, the sharp windows `m = 0` and `m = 1`
contain the different excesses `-1/3` and `-1`. -/
theorem trimer_sharp_windows :
    windowExcess (wall trimer 1) (1 / 3) 0 = -1 / 3 ∧
      windowExcess (wall trimer 1) (1 / 3) 1 = -1 := by
  constructor
  · exact (window_split (fun j => (wall trimer 1 j : ℚ) - 1 / 3) 0).trans
      (by norm_num [sum_range_succ, wall, trimer])
  · exact (window_split (fun j => (wall trimer 1 j : ℚ) - 1 / 3) 1).trans
      (by norm_num [sum_range_succ, wall, trimer])

end

end DensityWaveDomainWall
```

```lean
#print axioms DensityWaveDomainWall.averagedCharge_wall
#print axioms DensityWaveDomainWall.charge_integer_iff
#print axioms DensityWaveDomainWall.trimer_charges
#print axioms DensityWaveDomainWall.trimer_sharp_windows
```

```
'DensityWaveDomainWall.averagedCharge_wall' depends on axioms: [propext, Classical.choice, Quot.sound]
'DensityWaveDomainWall.charge_integer_iff' depends on axioms: [propext, Classical.choice, Quot.sound]
'DensityWaveDomainWall.trimer_charges' depends on axioms: [propext, Classical.choice, Quot.sound]
'DensityWaveDomainWall.trimer_sharp_windows' depends on axioms: [propext, Classical.choice, Quot.sound]
```
